# Separated two-level pairs have product eigenvectors whose energies add

The model has a finite number of non-interacting pairs, each either in its reference state or excited; exciting pair k costs 2Dₖ, and a nonzero real coupling Kₖ connects its two states. The theorem says that, for every independent choice of signs σₖ = ±1, the product vector with amplitudes cₖ = (Dₖ + σₖ√(Dₖ² + Kₖ²))/Kₖ is an eigenvector of the Hamiltonian, with energy the sum of Dₖ + σₖ√(Dₖ² + Kₖ²) over all pairs. The vector is not normalised: its coefficient on the configuration with no excited pair is 1. The proof rewrites the energy as ∑ Kₖcₖ and applies an earlier theorem, which leaves the amplitude equation Kₖ + 2Dₖcₖ = Kₖcₖ² to be checked for each pair.

The first attempt, which Lean rejects:

```lean
import Mathlib

namespace DifferentSeparatedPairs

noncomputable section

variable {N : ℕ}

/-- Excite pair `k` if it is in its reference state, and de-excite it otherwise. -/
def toggle (k : Fin N) (S : Finset (Fin N)) : Finset (Fin N) :=
  if k ∈ S then S.erase k else insert k S

/-- The Hamiltonian of `N` separated pairs: an excited pair `k` costs `2 * D k`, and `K k` couples
configurations that differ only in the excitation of pair `k`. -/
def hamiltonian (D K : Fin N → ℝ) :
    (Finset (Fin N) → ℝ) →ₗ[ℝ] (Finset (Fin N) → ℝ) where
  toFun x S := (∑ k ∈ S, 2 * D k) * x S + ∑ k, K k * x (toggle k S)
  map_add' x y := by
    ext S
    simp only [Pi.add_apply, mul_add, Finset.sum_add_distrib]
    ring
  map_smul' a x := by
    ext S
    simp only [Pi.smul_apply, smul_eq_mul, RingHom.id_apply, mul_add, Finset.mul_sum]
    congr 1
    · ring
    · exact Finset.sum_congr rfl fun k _ => by ring

/-- The product vector, whose coefficient on a configuration is the product of the amplitudes of
its excited pairs. -/
def productState (c : Fin N → ℝ) (S : Finset (Fin N)) : ℝ := ∏ k ∈ S, c k

/-- The Hamiltonian is a sum of terms, each acting on one pair only. -/
theorem hamiltonian_apply_pairs (D K : Fin N → ℝ) (x : Finset (Fin N) → ℝ)
    (S : Finset (Fin N)) :
    hamiltonian D K x S =
      ∑ k, ((if k ∈ S then 2 * D k else 0) * x S + K k * x (toggle k S)) := by
  change (∑ k ∈ S, 2 * D k) * x S + ∑ k, K k * x (toggle k S) = _
  rw [Finset.sum_add_distrib, ← Finset.sum_mul, Finset.sum_ite_mem, Finset.univ_inter]

/-- The residual of a product vector at the energy `∑ K c` is a sum over the excited pairs of their
amplitude defects `K + 2 * D * c - K * c ^ 2`, each times the product of the amplitudes of the other
excited pairs. -/
theorem residual_productState (D K c : Fin N → ℝ) (S : Finset (Fin N)) :
    hamiltonian D K (productState c) S - (∑ k, K k * c k) * productState c S =
      ∑ k ∈ S, (K k + 2 * D k * c k - K k * c k ^ 2) * productState c (S.erase k) := by
  have hr : ∑ k ∈ S, (K k + 2 * D k * c k - K k * c k ^ 2) * productState c (S.erase k) =
      ∑ k, if k ∈ S then
        (K k + 2 * D k * c k - K k * c k ^ 2) * productState c (S.erase k) else 0 := by
    rw [Finset.sum_ite_mem, Finset.univ_inter]
  rw [hr, hamiltonian_apply_pairs, Finset.sum_mul, ← Finset.sum_sub_distrib]
  refine Finset.sum_congr rfl fun k _ => ?_
  by_cases h : k ∈ S
  · have hp : c k * productState c (S.erase k) = productState c S :=
      Finset.mul_prod_erase S c h
    have ht : toggle k S = S.erase k := if_pos h
    rw [if_pos h, if_pos h, ht]
    linear_combination (-(2 * D k) + K k * c k) * hp
  · have hp : productState c (insert k S) = c k * productState c S :=
      Finset.prod_insert h
    have ht : toggle k S = insert k S := if_neg h
    rw [if_neg h, if_neg h, ht, hp]
    ring

/-- If every pair satisfies its amplitude equation, the product vector is an eigenvector with
the additive energy `∑ K c`. -/
theorem productState_hasEigenvector (D K c : Fin N → ℝ)
    (h : ∀ k, K k + 2 * D k * c k = K k * c k ^ 2) :
    Module.End.HasEigenvector (hamiltonian D K) (∑ k, K k * c k) (productState c) := by
  refine ⟨Module.End.mem_eigenspace_iff.mpr ?_, ?_⟩
  · ext S
    have hr := residual_productState D K c S
    have hz : ∑ k ∈ S, (K k + 2 * D k * c k - K k * c k ^ 2) *
        productState c (S.erase k) = 0 :=
      Finset.sum_eq_zero fun k _ => by rw [h k, sub_self, zero_mul]
    rw [hz] at hr
    simpa only [Pi.smul_apply, smul_eq_mul] using sub_eq_zero.mp hr
  · intro h0
    have := congrFun h0 ∅
    simp [productState] at this

/-- With nonzero couplings, every independent choice of signs `σ k = ±1` gives a product
eigenvector whose energy is the sum of `D k + σ k * √(D k² + K k²)`. -/
theorem signed_product_eigenvector (D K σ : Fin N → ℝ) (hK : ∀ k, K k ≠ 0)
    (hσ : ∀ k, σ k ^ 2 = 1) :
    Module.End.HasEigenvector (hamiltonian D K)
      (∑ k, (D k + σ k * Real.sqrt (D k ^ 2 + K k ^ 2)))
      (productState fun k => (D k + σ k * Real.sqrt (D k ^ 2 + K k ^ 2)) / K k) := by
  have hc : ∀ k, K k * ((D k + σ k * Real.sqrt (D k ^ 2 + K k ^ 2)) / K k) =
      D k + σ k * Real.sqrt (D k ^ 2 + K k ^ 2) := fun k => by
    have := hK k
    field_simp
  rw [← Finset.sum_congr rfl fun k _ => hc k]
  refine productState_hasEigenvector D K _ fun k => ?_
  have hk := hc k
  have hR := Real.sq_sqrt (show 0 ≤ D k ^ 2 + K k ^ 2 by positivity)
  dsimp only
  generalize (D k + σ k * Real.sqrt (D k ^ 2 + K k ^ 2)) / K k = c at hk ⊢
  apply mul_left_cancel₀ (hK k)
  linear_combination (-(K k * c - D k + σ k * Real.sqrt (D k ^ 2 + K k ^ 2))) * hk
    - σ k ^ 2 * hR - (D k ^ 2 + K k ^ 2) * hσ k

end

end DifferentSeparatedPairs
```

Lean reports:

```
Main.lean:97:2: error: `dsimp` made no progress
```

The message means that `dsimp only` found nothing to simplify in the goal, which Lean treats as an error. The step would have been useful if the goal still contained the amplitude function `fun k => …` applied to `k`, since `dsimp only` would replace that application by its value, the quotient.

Here that had already happened. In `refine productState_hasEigenvector D K _ fun k => ?_`, the underscore stands for the amplitude function, which Lean finds by matching the theorem with the goal. When Lean puts the function it has found in place of the unknown, it also evaluates its application to `k`. The new goal therefore already contains the quotient itself, and `dsimp only` has no work left.

The repair deletes that line. The next step, `generalize`, can then replace the quotient by a single variable `c` in both the goal and `hk`, and the rest of the proof goes through unchanged.

As a diff, the version that Lean accepts:

```diff
@@ -95,5 +95,4 @@
   have hk := hc k
   have hR := Real.sq_sqrt (show 0 ≤ D k ^ 2 + K k ^ 2 by positivity)
-  dsimp only
   generalize (D k + σ k * Real.sqrt (D k ^ 2 + K k ^ 2)) / K k = c at hk ⊢
   apply mul_left_cancel₀ (hK k)
```
